# On a connected graph with finitely many ferromagnetic bonds, the classical Heisenberg ground states are the uniform configurations

Take two unit vectors \(a\) and \(b\), coupled by one bond of strength \(J>0\), with energy \(E=-J\,a\cdot b\). Because \(|a-b|^2=2-2\,a\cdot b\), this energy can be rewritten as

\[
E=-J+\tfrac{J}{2}\,|a-b|^2 .
\]

The square is never negative and vanishes only for \(a=b\). The lowest energy is therefore \(-J\), and only parallel spins reach it. The problems below extend this argument to many bonds, and then to antiferromagnets on two sublattices.

## Spins, bonds and energy

The sites form a set \(V\), and the bonds are the edges of a simple graph \(G\) on \(V\). There are finitely many bonds, so an infinite lattice is not covered. Each site \(i\) carries a vector \(s_i\) in a real inner-product space \(F\). For unit vectors, \(F=\mathbb R\) gives Ising spins, \(\mathbb R^2\) gives XY spins and \(\mathbb R^3\) gives Heisenberg spins. A fixed spin length \(S\) can be absorbed into the couplings as a factor \(S^2\).

```lean
import Mathlib

open Finset

namespace ClassicalHeisenberg

noncomputable section

variable {V F : Type*} [NormedAddCommGroup F] [InnerProductSpace ℝ F]
```

A bond \(e=\{i,j\}\) is an unordered pair, which is an element of `Sym2 V` in Lean. A function of two sites defines a function of the bond if exchanging the sites leaves it unchanged, and `Sym2.lift` asks for a proof of this symmetry. The first such function is the scalar product \(b_e=s_i\cdot s_j\).

```lean
/-- The scalar product of the two spins at the ends of a bond. -/
def bond (s : V → F) : Sym2 V → ℝ :=
  Sym2.lift ⟨fun i j => inner ℝ (s i) (s j), fun _ _ => real_inner_comm _ _⟩
```

The second is the misfit \(m_e=|s_i-s_j|^2\).

```lean
/-- The squared distance between the two spins at the ends of a bond. -/
def misfit (s : V → F) : Sym2 V → ℝ :=
  Sym2.lift ⟨fun i j => ‖s i - s j‖ ^ 2,
    fun i j => congrArg (· ^ 2) (norm_sub_rev (s i) (s j))⟩
```

With a real coupling \(J_e\) for each bond, the energy is

\[
E_J(s)=-\sum_e J_e\,b_e ,
\]

where the sum runs over the bonds and counts each of them once. A positive \(J_e\) stands for an exchange interaction that favours parallel neighbours. Its value is an input here and is not derived from the electrons. There is no magnetic field and no anisotropy.

```lean
/-- The classical Heisenberg energy: minus the sum over bonds of coupling times
scalar product of the two spins. -/
def energy (G : SimpleGraph V) [Fintype G.edgeSet] (J : Sym2 V → ℝ) (s : V → F) : ℝ :=
  -∑ e ∈ G.edgeFinset, J e * bond s e
```

For the antiferromagnet, a label \(c_i\), either `true` or `false`, assigns each site to a sublattice. The function `stagger` reverses the spins on the sublattice labelled `false`.

```lean
/-- The configuration obtained by reversing every spin on the sublattice `c = false`. -/
def stagger (c : V → Bool) (s : V → F) (i : V) : F :=
  if c i = true then s i else -s i
```

The couplings could also have been modelled as a symmetric matrix \(J_{ij}\) with zero diagonal, summed over ordered pairs of sites. Each bond would then be counted twice, so every energy, including the minimum, would double unless a factor \(\tfrac12\) were added. Connectedness would have to be stated for the graph of nonzero matrix entries.

## (a) The energy in terms of misfits

Show that for unit spins and couplings of any sign,

\[
E_J(s)+\sum_e J_e=\frac12\sum_e J_e\,m_e .
\]

**Solution.** On a bond \(e=\{i,j\}\),

\[
m_e=|s_i|^2-2\,s_i\cdot s_j+|s_j|^2=2(1-b_e).
\]

Multiplying by \(J_e/2\) and summing over the bonds gives

\[
\frac12\sum_e J_e m_e=\sum_e J_e-\sum_e J_e b_e=\sum_e J_e+E_J(s).
\]

In `energy_gap`, the hypothesis `hs` says that all spins have unit length. The inner statement `h` is the identity on one bond. It is proved by writing the bond as a pair `s(i, j)` and expanding the square with `norm_sub_sq_real`. The remaining lines carry out the sum.

```lean
variable (G : SimpleGraph V) [Fintype G.edgeSet] (J : Sym2 V → ℝ)

/-- For unit spins, the energy measured from minus the sum of the couplings is half the
coupling-weighted sum of squared distances between neighbouring spins. -/
theorem energy_gap (s : V → F) (hs : ∀ i, ‖s i‖ = 1) :
    energy G J s + ∑ e ∈ G.edgeFinset, J e
      = (1 / 2) * ∑ e ∈ G.edgeFinset, J e * misfit s e := by
  -- on each bond, |a - b|² = 2 (1 - a·b) for unit vectors
  have h : ∀ e, J e * misfit s e = 2 * (J e - J e * bond s e) := by
    intro e
    induction e using Sym2.ind with
    | _ i j =>
      change J s(i, j) * ‖s i - s j‖ ^ 2
        = 2 * (J s(i, j) - J s(i, j) * inner ℝ (s i) (s j))
      rw [norm_sub_sq_real, hs i, hs j]
      ring
  unfold energy
  simp only [h]
  rw [← Finset.mul_sum, Finset.sum_sub_distrib]
  ring
```

## (b) The sign of a misfit

Show that for spins of any length and every pair \(e\),

\[
m_e\ge 0 .
\]

**Solution.** The misfit \(|s_i-s_j|^2\) is the square of a real number. The Lean proof again passes from the unordered pair to two sites and then applies `sq_nonneg`.

```lean
omit [InnerProductSpace ℝ F] in
/-- The squared distance across a bond is nonnegative. -/
theorem misfit_nonneg (s : V → F) (e : Sym2 V) : 0 ≤ misfit s e := by
  induction e using Sym2.ind with
  | _ i j => exact sq_nonneg ‖s i - s j‖
```

## (c) A lower bound on the energy

Let \(J_e\ge0\) on every bond. Show that unit spins satisfy

\[
E_J(s)\ge-\sum_e J_e .
\]

**Solution.** By (b), each product \(J_e m_e\) is nonnegative, and so is the sum of these products. By (a), half of that sum equals \(E_J(s)+\sum_e J_e\), which is therefore nonnegative as well.

The hypothesis `hJ` restricts \(J\) only on the bonds of the graph, since values on other pairs never enter the energy. The proof calls `energy_gap` for (a), obtains the sign of the sum from `Finset.sum_nonneg`, and combines the two with `linarith`.

```lean
/-- For nonnegative couplings and unit spins, the energy is at least minus the sum of the
couplings. -/
theorem energy_lower_bound (hJ : ∀ e ∈ G.edgeFinset, 0 ≤ J e)
    (s : V → F) (hs : ∀ i, ‖s i‖ = 1) :
    -∑ e ∈ G.edgeFinset, J e ≤ energy G J s := by
  have hgap := energy_gap G J s hs
  have hpos : 0 ≤ ∑ e ∈ G.edgeFinset, J e * misfit s e :=
    Finset.sum_nonneg fun e he => mul_nonneg (hJ e he) (misfit_nonneg s e)
  linarith
```

## (d) The energy when neighbours agree

Suppose that \(s_i=s_j\) whenever \(i\) and \(j\) share a bond. Show that for unit spins and couplings of any sign,

\[
E_J(s)=-\sum_e J_e .
\]

**Solution.** Every misfit on a bond is zero, so the right-hand side of (a) vanishes. What remains is \(E_J(s)+\sum_e J_e=0\).

In Lean, `G.Adj i j` means that \(i\) and \(j\) share a bond. The statement `hzero` shows that the sum of the products \(J_e m_e\) vanishes term by term.

```lean
/-- If neighbouring unit spins are equal, the energy is minus the sum of the couplings,
whatever the signs of the couplings. -/
theorem energy_of_aligned (s : V → F) (hs : ∀ i, ‖s i‖ = 1)
    (h : ∀ i j, G.Adj i j → s i = s j) :
    energy G J s = -∑ e ∈ G.edgeFinset, J e := by
  have hgap := energy_gap G J s hs
  have hzero : ∑ e ∈ G.edgeFinset, J e * misfit s e = 0 := by
    apply Finset.sum_eq_zero
    intro e
    induction e using Sym2.ind with
    | _ i j =>
      intro he
      have hij : G.Adj i j := by simpa using he
      change J s(i, j) * ‖s i - s j‖ ^ 2 = 0
      rw [h i j hij]
      simp
  rw [hzero] at hgap
  linarith
```

## (e) All ferromagnetic ground states

Now let \(J_e>0\) on every bond, and let any two sites be joined by a chain of bonds. Show that unit spins obey the bound of (c), and that

\[
E_J(s)=-\sum_e J_e\quad\Longleftrightarrow\quad s_i=s_j\ \text{ for all sites } i,j .
\]

**Solution.** The bound is (c). If all spins are equal, then neighbours are equal and (d) gives the energy.

Conversely, suppose that the energy equals \(-\sum_e J_e\). Then (a) gives \(\sum_e J_e m_e=0\). A sum of nonnegative terms vanishes only if each term does, so \(J_e m_e=0\) on every bond. Since \(J_e>0\), it follows that \(m_e=0\), and neighbouring spins are equal. For two arbitrary sites \(i\) and \(j\), choose a chain \(i=k_0,k_1,\dots,k_n=j\) in which consecutive sites share a bond. Then

\[
s_i=s_{k_0}=s_{k_1}=\dots=s_{k_n}=s_j .
\]

The hypothesis `G.Preconnected` says that such a chain exists between any two sites. In the proof, `hterm` is the vanishing of each term and `hadj` is the equality of neighbours. The induction on the walk `w` follows the chain: `nil` is the chain of length zero, and `cons` adds one bond in front of a shorter chain.

For classical spins with purely ferromagnetic exchange on a finite connected cluster, this gives an exact ground-state energy against which a Monte Carlo or minimisation code can be tested.

```lean
/-- Ferromagnetic ground states: on a connected graph with positive couplings, the energy of
unit spins is at least minus the sum of the couplings, with equality exactly when all spins
are equal. -/
theorem ferromagnetic_ground_states (hG : G.Preconnected)
    (hJ : ∀ e ∈ G.edgeFinset, 0 < J e) (s : V → F) (hs : ∀ i, ‖s i‖ = 1) :
    -∑ e ∈ G.edgeFinset, J e ≤ energy G J s ∧
      (energy G J s = -∑ e ∈ G.edgeFinset, J e ↔ ∀ i j, s i = s j) := by
  refine ⟨energy_lower_bound G J (fun e he => (hJ e he).le) s hs, ?_, ?_⟩
  · intro hE
    have hgap := energy_gap G J s hs
    have hzero : ∑ e ∈ G.edgeFinset, J e * misfit s e = 0 := by linarith
    -- a vanishing sum of nonnegative terms vanishes bond by bond
    have hterm := (Finset.sum_eq_zero_iff_of_nonneg
      (fun e he => mul_nonneg (hJ e he).le (misfit_nonneg s e))).mp hzero
    have hadj : ∀ a b, G.Adj a b → s a = s b := by
      intro a b hab
      have he : s(a, b) ∈ G.edgeFinset := by simpa using hab
      have h0 : ‖s a - s b‖ ^ 2 = 0 :=
        (mul_eq_zero.mp (hterm _ he)).resolve_left (hJ _ he).ne'
      exact sub_eq_zero.mp (norm_eq_zero.mp ((pow_eq_zero_iff two_ne_zero).mp h0))
    -- the common direction is carried along a path
    intro i j
    obtain ⟨w⟩ := hG i j
    induction w with
    | nil => rfl
    | cons hab _ ih => exact (hadj _ _ hab).trans ih
  · intro h
    exact energy_of_aligned G J s hs fun i j _ => h i j
```

## (f) A graph in separate parts

Suppose that some two sites are not joined by any chain of bonds, and that \(F\) contains a unit vector \(u\). Find unit spins with

\[
E_J(s)=-\sum_e J_e\quad\text{and}\quad s_i\ne s_j\ \text{ for some } i,j .
\]

**Solution.** Choose sites \(i\) and \(j\) that are not joined by a chain. Set \(s_k=u\) for every site \(k\) that can be reached from \(i\), and \(s_k=-u\) for all others. A bond never connects a reachable site to an unreachable one, so neighbours agree and (d) gives the energy. On the other hand, \(s_i=u\) and \(s_j=-u\). These differ, because \(u=-u\) would give \(2u=0\) and hence \(u=0\), which is not a unit vector.

The couplings may have any sign here. If they are nonnegative, (c) shows that this configuration is a ground state, so the connectedness assumed in (e) is needed for uniqueness up to a common direction. The Lean proof defines the same `s`, with `hin` and `hout` recording its two values.

```lean
/-- On a disconnected graph, if `F` contains a unit vector, there are unit spins, not all equal,
whose energy is minus the sum of the couplings. -/
theorem disconnected_nonuniform (hG : ¬ G.Preconnected) (u : F) (hu : ‖u‖ = 1) :
    ∃ s : V → F, (∀ i, ‖s i‖ = 1) ∧
      energy G J s = -∑ e ∈ G.edgeFinset, J e ∧ ∃ i j, s i ≠ s j := by
  classical
  have hex : ∃ i j, ¬ G.Reachable i j := by
    by_contra h
    exact hG fun i j => by_contra fun hij => h ⟨i, j, hij⟩
  obtain ⟨i, j, hij⟩ := hex
  -- spins point along u in the component of i and along -u elsewhere
  let s : V → F := fun k => if G.Reachable i k then u else -u
  have hin : ∀ k, G.Reachable i k → s k = u := fun k hk => if_pos hk
  have hout : ∀ k, ¬ G.Reachable i k → s k = -u := fun k hk => if_neg hk
  have hs : ∀ k, ‖s k‖ = 1 := by
    intro k
    by_cases hk : G.Reachable i k
    · rw [hin k hk, hu]
    · rw [hout k hk, norm_neg, hu]
  refine ⟨s, hs, energy_of_aligned G J s hs ?_, i, j, ?_⟩
  · intro a b hab
    by_cases ha : G.Reachable i a
    · rw [hin a ha, hin b (ha.trans hab.reachable)]
    · rw [hout a ha, hout b fun hb => ha (hb.trans hab.symm.reachable)]
  · intro h
    rw [hin i (SimpleGraph.Reachable.refl i), hout j hij] at h
    have h2 : (2 : ℝ) • u = 0 := by
      rw [two_smul]
      exact add_eq_zero_iff_eq_neg.mpr h
    have h0 : u = 0 := (smul_eq_zero.mp h2).resolve_left two_ne_zero
    rw [h0, norm_zero] at hu
    exact zero_ne_one hu
```

## (g) Reversing one sublattice

Let every bond join sites with different labels \(c_i\ne c_j\). Write \(\sigma_i=1\) if \(c_i\) is `true` and \(\sigma_i=-1\) if it is `false`, and let \(s'_i=\sigma_i s_i\). Show that for spins of any length and couplings of any sign,

\[
E_{-J}(s)=E_J(s') .
\]

**Solution.** On every bond \(\sigma_i\sigma_j=-1\), so \(s'_i\cdot s'_j=-\,s_i\cdot s_j\). Therefore

\[
E_J(s')=-\sum_e J_e\,s'_i\cdot s'_j=\sum_e J_e\,s_i\cdot s_j=E_{-J}(s).
\]

The configuration \(s'\) is `stagger c s`, and `hc` is the condition on the labels. The proof compares the two sums bond by bond and goes through the possible values of `c i` and `c j`. Equal labels are excluded by `hc`, and in the other two cases one minus sign comes out of the scalar product.

```lean
/-- If every bond joins opposite sublattices, reversing the sign of all couplings has the same
effect on the energy as reversing the spins of one sublattice. -/
theorem energy_neg_coupling (c : V → Bool) (hc : ∀ i j, G.Adj i j → c i ≠ c j)
    (s : V → F) : energy G (-J) s = energy G J (stagger c s) := by
  unfold energy
  congr 1
  apply Finset.sum_congr rfl
  intro e
  induction e using Sym2.ind with
  | _ i j =>
    intro he
    have hij := hc i j (by simpa using he)
    change -J s(i, j) * inner ℝ (s i) (s j)
      = J s(i, j) * inner ℝ (if c i = true then s i else -s i)
          (if c j = true then s j else -s j)
    revert hij
    cases c i <;> cases c j <;> simp [inner_neg_left, inner_neg_right]
```

## (h) Néel ground states

Keep the sublattices of (g), and let the graph be connected as in (e), with \(J_e>0\) on every bond. The couplings \(-J_e\) are then antiferromagnetic. Show that unit spins satisfy

\[
E_{-J}(s)\ge-\sum_e J_e ,
\]

with equality exactly when \(\sigma_i s_i=\sigma_j s_j\) for all sites \(i,j\).

**Solution.** By (g), the energy is \(E_J(s')\). Reversing a vector does not change its length, so the \(s'_i\) are unit vectors, and (e) applies to them. It gives the bound, with equality exactly when all \(s'_i\) are equal. In terms of the original spins, each sublattice is uniform and the two point in opposite directions, which is the Néel arrangement.

The Lean proof follows this order: it rewrites with `energy_neg_coupling`, applies `ferromagnetic_ground_states`, and then checks the length of the staggered spins in both cases. The hypothesis `hc` excludes frustrated graphs such as the triangle, whose three sites cannot be labelled with two values so that every bond joins different ones. The result concerns classical vectors and makes no statement about the ground state of the quantum antiferromagnet.

```lean
/-- Néel ground states: on a connected two-sublattice graph with antiferromagnetic couplings
`-J`, the energy of unit spins is at least minus the sum of the `J`, with equality exactly when
all spins become equal after reversing one sublattice. -/
theorem neel_ground_states (hG : G.Preconnected) (hJ : ∀ e ∈ G.edgeFinset, 0 < J e)
    (c : V → Bool) (hc : ∀ i j, G.Adj i j → c i ≠ c j)
    (s : V → F) (hs : ∀ i, ‖s i‖ = 1) :
    -∑ e ∈ G.edgeFinset, J e ≤ energy G (-J) s ∧
      (energy G (-J) s = -∑ e ∈ G.edgeFinset, J e ↔
        ∀ i j, stagger c s i = stagger c s j) := by
  rw [energy_neg_coupling G J c hc s]
  apply ferromagnetic_ground_states G J hG hJ
  intro i
  unfold stagger
  split_ifs
  · exact hs i
  · rw [norm_neg, hs i]

end

end ClassicalHeisenberg
```

```lean
#print axioms ClassicalHeisenberg.ferromagnetic_ground_states
#print axioms ClassicalHeisenberg.disconnected_nonuniform
#print axioms ClassicalHeisenberg.neel_ground_states
```

```
'ClassicalHeisenberg.ferromagnetic_ground_states' depends on axioms: [propext, Classical.choice, Quot.sound]
'ClassicalHeisenberg.disconnected_nonuniform' depends on axioms: [propext, Classical.choice, Quot.sound]
'ClassicalHeisenberg.neel_ground_states' depends on axioms: [propext, Classical.choice, Quot.sound]
```
